# Power exponents of the Dirac and scalar-relativistic radial equations at a point nucleus

Let r > 0 be the distance from a point nucleus, P and Q the large and small radial components multiplied by r, and a = Zα the Coulomb strength, with Z the nuclear charge and α the fine-structure constant. Keeping only the terms that dominate as r → 0, the p1/2 Dirac equations at a = 3/5 read

r P' = −P + (3/5) Q,  r Q' = Q − (3/5) P.

Try P = p r^g, Q = q r^g with constant amplitudes p, q and an exponent g. Since r (r^g)' = g r^g, the power cancels:

(g + 1) p = (3/5) q,  (g − 1) q = −(3/5) p.

Nonzero amplitudes require (g + 1)(g − 1) = −9/25, so g = ±4/5. For g = 4/5 both equations give q = 3p.

```lean
import Mathlib

open Real

namespace RadialPowerExponents
```

These lines load the mathematical library and open a namespace for the names below.

```lean
/-- `P, Q` solve `r P' = m₁₁ P + m₁₂ Q`, `r Q' = m₂₁ P + m₂₂ Q` for all `r > 0`. -/
def EulerSystem (m₁₁ m₁₂ m₂₁ m₂₂ : ℝ) (P Q : ℝ → ℝ) : Prop :=
  ∀ r, 0 < r → HasDerivAt P ((m₁₁ * P r + m₁₂ * Q r) / r) r ∧
    HasDerivAt Q ((m₂₁ * P r + m₂₂ * Q r) / r) r
```

For four real numbers m₁₁, m₁₂, m₂₁, m₂₂, this defines a statement about two functions `P Q : ℝ → ℝ`. `HasDerivAt P v r` says that P is differentiable at r with derivative v, `∀` is "for all" and `∧` is "and". The statement is that at every r > 0

r P' = m₁₁ P + m₁₂ Q,  r Q' = m₂₁ P + m₂₂ Q.

```lean
/-- Leading small-`r` radial Dirac equations with Coulomb strength `a`:
`r P' = -k P + a Q`, `r Q' = k Q - a P`. -/
def DiracSystem (k a : ℝ) : (ℝ → ℝ) → (ℝ → ℝ) → Prop :=
  EulerSystem (-k) a (-a) k
```

The Dirac case has (m₁₁, m₁₂; m₂₁, m₂₂) = (−k, a; −a, k). Here k is any real number. Physically it is the Dirac quantum number: for orbital number l and total angular momentum j, k = l when j = l − 1/2 and k = −(l+1) when j = l + 1/2. Thus p1/2 has k = 1 and p3/2 has k = −2.

```lean
/-- Leading small-`r` scalar-relativistic equations for orbital number `l`:
`r P' = P + a Q`, `r Q' = -Q + (l(l+1)/a - a) P`. -/
def ScalarSystem (l : ℕ) (a : ℝ) : (ℝ → ℝ) → (ℝ → ℝ) → Prop :=
  EulerSystem 1 a ((l : ℝ) * (l + 1) / a - a) (-1)
```

The scalar-relativistic case, without spin-orbit coupling, has matrix (1, a; l(l+1)/a − a, −1) with l a natural number; at l = 1 the lower left entry is 2/a − a. In this system Q is an auxiliary function tied to P by the first equation, a Q = r P' − P, and not the Dirac small component, which obeys a Q = r P' + k P; the two forms agree for k = −1. Both systems are definitions. Their reduction from the full radial equations, which discards energy, rest mass and screening against the 1/r potential, is assumed and not derived.

```lean
/-- The system `S` has a solution `P = p r^g`, `Q = q r^g` with `p, q` not both zero. -/
def HasPowerSolution (S : (ℝ → ℝ) → (ℝ → ℝ) → Prop) (g : ℝ) : Prop :=
  ∃ p q : ℝ, (p ≠ 0 ∨ q ≠ 0) ∧ S (fun r => p * r ^ g) (fun r => q * r ^ g)
```

`∃ p q` reads "there are p and q", `∨` is "or", and `fun r => p * r ^ g` is the function r ↦ p r^g. The exponent and amplitudes are real, and only pure powers are considered: no logarithmic solutions, no series corrections, no normalisability condition selecting the sign of g.

```lean
/-- The pair `p r^g, q r^g` solves the system exactly when the amplitudes obey
`g p = m₁₁ p + m₁₂ q` and `g q = m₂₁ p + m₂₂ q`. -/
theorem power_solves_iff (m₁₁ m₁₂ m₂₁ m₂₂ g p q : ℝ) :
    EulerSystem m₁₁ m₁₂ m₂₁ m₂₂ (fun r => p * r ^ g) (fun r => q * r ^ g) ↔
      g * p = m₁₁ * p + m₁₂ * q ∧ g * q = m₂₁ * p + m₂₂ * q := by
  have hd : ∀ c r : ℝ, 0 < r →
      HasDerivAt (fun x : ℝ => c * x ^ g) (c * (g * r ^ (g - 1))) r :=
    fun c r hr => (Real.hasDerivAt_rpow_const (Or.inl hr.ne')).const_mul c
  constructor
  · -- compare the derivatives at r = 1
    intro h
    have e₁ := (hd p 1 one_pos).unique (h 1 one_pos).1
    have e₂ := (hd q 1 one_pos).unique (h 1 one_pos).2
    simp only [Real.one_rpow] at e₁ e₂
    exact ⟨by linear_combination e₁, by linear_combination e₂⟩
  · -- multiply the amplitude equations by r^g / r
    rintro ⟨h₁, h₂⟩ r hr
    have e₁ : p * (g * r ^ (g - 1)) = (m₁₁ * (p * r ^ g) + m₁₂ * (q * r ^ g)) / r := by
      rw [Real.rpow_sub_one hr.ne']
      linear_combination (r ^ g / r) * h₁
    have e₂ : q * (g * r ^ (g - 1)) = (m₂₁ * (p * r ^ g) + m₂₂ * (q * r ^ g)) / r := by
      rw [Real.rpow_sub_one hr.ne']
      linear_combination (r ^ g / r) * h₂
    exact ⟨(hd p r hr).congr_deriv e₁, (hd q r hr).congr_deriv e₂⟩
```

`↔` is "if and only if": the power pair solves the system exactly when

g p = m₁₁ p + m₁₂ q,  g q = m₂₁ p + m₂₂ q.

The auxiliary statement `hd` is (c r^g)' = c g r^(g−1) for a constant c and r > 0. Forwards, a derivative is unique, so at r = 1 this value equals the one the system prescribes, and 1^g = 1 leaves the amplitude equations. Backwards, each amplitude equation is multiplied by r^g / r. The tactic `linear_combination` checks that the goal follows by adding up known equations with the stated factors.

```lean
/-- Indicial equation: a nonzero power solution with exponent `g` exists iff
`(g - m₁₁)(g - m₂₂) = m₁₂ m₂₁`. -/
theorem indicial_equation (m₁₁ m₁₂ m₂₁ m₂₂ g : ℝ) :
    HasPowerSolution (EulerSystem m₁₁ m₁₂ m₂₁ m₂₂) g ↔
      (g - m₁₁) * (g - m₂₂) = m₁₂ * m₂₁ := by
  unfold HasPowerSolution
  simp only [power_solves_iff]
  constructor
  · -- the determinant annihilates both amplitudes
    rintro ⟨p, q, hne, h₁, h₂⟩
    rcases hne with hp | hq
    · apply mul_right_cancel₀ hp
      linear_combination (g - m₂₂) * h₁ + m₁₂ * h₂
    · apply mul_right_cancel₀ hq
      linear_combination m₂₁ * h₁ + (g - m₁₁) * h₂
  · -- read a null vector off a nonzero row
    intro hD
    by_cases h₁ : m₁₂ ≠ 0 ∨ g - m₁₁ ≠ 0
    · exact ⟨m₁₂, g - m₁₁, h₁, by ring, by linear_combination hD⟩
    · by_cases h₂ : g - m₂₂ ≠ 0 ∨ m₂₁ ≠ 0
      · exact ⟨g - m₂₂, m₂₁, h₂, by linear_combination hD, by ring⟩
      · have a₁ : g - m₁₁ = 0 := by
          by_contra h
          exact h₁ (Or.inr h)
        have a₂ : m₂₁ = 0 := by
          by_contra h
          exact h₂ (Or.inr h)
        exact ⟨1, 0, Or.inl one_ne_zero, by linear_combination a₁,
          by linear_combination -a₂⟩
```

A nonzero power solution exists exactly when

(g − m₁₁)(g − m₂₂) = m₁₂ m₂₁,

that is, when g is an eigenvalue of the matrix. Write the amplitude equations as (g − m₁₁) p = m₁₂ q and (g − m₂₂) q = m₂₁ p. Multiplying the first by g − m₂₂ and using the second gives

(g − m₁₁)(g − m₂₂) p = m₁₂ m₂₁ p,

and multiplying the second by g − m₁₁ gives the same with q. One of p, q is nonzero, and `mul_right_cancel₀` cancels it. Conversely, under the determinant condition both (p, q) = (m₁₂, g − m₁₁) and (g − m₂₂, m₂₁) satisfy the two equations. The two `by_cases` pick one that is nonzero; if both vanish, (1, 0) works.

```lean
/-- The Dirac system has a nonzero power solution `r^g` iff `g² = k² - a²`. -/
theorem dirac_exponent_iff (k a g : ℝ) :
    HasPowerSolution (DiracSystem k a) g ↔ g ^ 2 = k ^ 2 - a ^ 2 := by
  unfold DiracSystem
  rw [indicial_equation]
  constructor <;> intro h <;> linear_combination h
```

Substituting the Dirac matrix gives (g + k)(g − k) = −a², so

g² = k² − a²

for all real k, a, g. With k = 1 and a = 3/5 this is 16/25, as found above.

```lean
/-- For `a ≠ 0` the scalar-relativistic system has a nonzero power solution `r^g` iff
`g² = l(l+1) + 1 - a²`. -/
theorem scalar_exponent_iff (l : ℕ) {a : ℝ} (ha : a ≠ 0) (g : ℝ) :
    HasPowerSolution (ScalarSystem l a) g ↔ g ^ 2 = (l : ℝ) * (l + 1) + 1 - a ^ 2 := by
  unfold ScalarSystem
  rw [indicial_equation]
  have e : a * ((l : ℝ) * (l + 1) / a) = (l : ℝ) * (l + 1) := by field_simp
  constructor
  · intro h
    linear_combination h + e
  · intro h
    linear_combination h - e
```

The item `ha : a ≠ 0` is a named hypothesis. The condition becomes (g − 1)(g + 1) = a (l(l+1)/a − a), and `e` records a · (l(l+1)/a) = l(l+1), so

g² = l(l+1) + 1 − a².

Lean sets x/0 = 0, so at a = 0 the matrix degenerates to diag(1, −1) with g² = 1, which disagrees with the formula for l ≥ 1.

```lean
/-- For `a ≠ 0` and `l = 1` the scalar-relativistic system has a nonzero power solution
`r^g` iff `g² = 3 - a²`. -/
theorem scalar_p_exponent_iff {a : ℝ} (ha : a ≠ 0) (g : ℝ) :
    HasPowerSolution (ScalarSystem 1 a) g ↔ g ^ 2 = 3 - a ^ 2 := by
  rw [scalar_exponent_iff 1 ha]
  push_cast
  constructor <;> intro h <;> linear_combination h
```

Setting l = 1 gives g² = 3 − a².

```lean
/-- For `a ≠ 0` the squared scalar-relativistic exponent is the average of the squared Dirac exponents
for `k = l` and `k = -(l+1)` with weights `l` and `l + 1`. -/
theorem scalar_exponent_average (l : ℕ) {a g₁ gs g₂ : ℝ} (ha : a ≠ 0)
    (H₁ : HasPowerSolution (DiracSystem l a) g₁)
    (Hs : HasPowerSolution (ScalarSystem l a) gs)
    (H₂ : HasPowerSolution (DiracSystem (-((l : ℝ) + 1)) a) g₂) :
    gs ^ 2 = (l * g₁ ^ 2 + (l + 1) * g₂ ^ 2) / (2 * l + 1) := by
  rw [dirac_exponent_iff] at H₁ H₂
  rw [scalar_exponent_iff l ha] at Hs
  have hl : (2 * (l : ℝ) + 1) ≠ 0 := by positivity
  rw [eq_div_iff hl, H₁, H₂, Hs]
  ring
```

Let a ≠ 0 and let g₁, gs, g₂ be exponents, of either sign, for k = l, for the scalar system and for k = −(l+1). Then

gs² = (l g₁² + (l+1) g₂²) / (2l + 1),

and the weights are proportional to the degeneracies 2j + 1 = 2l and 2l + 2. Inserting the two Dirac formulas,

l (l² − a²) + (l+1)((l+1)² − a²) = (2l + 1)(l² + l + 1 − a²),

because l³ + (l+1)³ = (2l + 1)(l² + l + 1); `ring` checks the identity. `H₁` needs a² ≤ l², so at l = 0 no g₁ exists and the statement has content only for l ≥ 1. For l = 1 and a = 3/5 the squares are 16/25, 66/25 and 91/25, and (16 + 2·91)/3 = 66.

```lean
/-- For `l ≥ 1`, `a ≠ 0`, `a² < l + 1`: an exponent `g₁` for `k = l`, a positive scalar
exponent `gs` and a positive exponent `g₂` for `k = -(l+1)` obey
`g₁ < l < gs < g₂ < l + 1`. -/
theorem exponent_ordering (l : ℕ) (hl : 1 ≤ l) {a g₁ gs g₂ : ℝ} (ha : a ≠ 0)
    (hal : a ^ 2 < l + 1) (hs : 0 < gs) (h₂ : 0 < g₂)
    (H₁ : HasPowerSolution (DiracSystem l a) g₁)
    (Hs : HasPowerSolution (ScalarSystem l a) gs)
    (H₂ : HasPowerSolution (DiracSystem (-((l : ℝ) + 1)) a) g₂) :
    g₁ < l ∧ l < gs ∧ gs < g₂ ∧ g₂ < l + 1 := by
  rw [dirac_exponent_iff] at H₁ H₂
  rw [scalar_exponent_iff l ha] at Hs
  have hl' : (1 : ℝ) ≤ l := by exact_mod_cast hl
  have ha2 : 0 < a ^ 2 := by positivity
  -- compare squares
  have key : ∀ x y : ℝ, 0 ≤ y → x ^ 2 < y ^ 2 → x < y := by
    intro x y hy h
    by_contra hc
    have hc' : 0 ≤ x - y := sub_nonneg.mpr (not_lt.mp hc)
    nlinarith [mul_nonneg hc' hy, mul_nonneg hc' hc']
  refine ⟨key _ _ (by linarith) (by linarith), key _ _ hs.le (by nlinarith),
    key _ _ h₂.le (by nlinarith), key _ _ (by linarith) (by nlinarith)⟩
```

For l ≥ 1, a ≠ 0, a² < l + 1, gs > 0 and g₂ > 0 the conclusion is

g₁ < l < gs < g₂ < l + 1.

The step `key` says that x² < y² with y ≥ 0 implies x < y; otherwise x − y ≥ 0 and x² − y² = (x − y)² + 2(x − y) y ≥ 0. It is applied four times:

g₁² = l² − a² < l²  since a² > 0,

l² < l² + l + 1 − a² = gs²  since a² < l + 1,

gs² < l² + 2l + 1 − a² = g₂²  since l > 0,

g₂² < (l+1)²  since a² > 0.

The numbers playing the role of y are l, gs, g₂ and l + 1, so g₁ needs no sign condition. Without `hal` the chain can break: l = 2, a = 2 gives g₁ = 0, gs = √3, g₂ = √5, all other hypotheses hold, and gs < l.

```lean
/-- For `0 < a < 1` positive exponents exist for `p1/2` (`k = 1`), for the scalar-relativistic
`l = 1` system and for `p3/2` (`k = -2`), and positive exponents always obey
`g(p1/2) < 1 < g(scalar) < g(p3/2)`. -/
theorem p_exponents {a : ℝ} (ha : 0 < a) (ha1 : a < 1) :
    (∃ g, 0 < g ∧ HasPowerSolution (DiracSystem 1 a) g) ∧
    (∃ g, 0 < g ∧ HasPowerSolution (ScalarSystem 1 a) g) ∧
    (∃ g, 0 < g ∧ HasPowerSolution (DiracSystem (-2) a) g) ∧
    ∀ g₁ gs g₃ : ℝ, 0 < gs → 0 < g₃ → HasPowerSolution (DiracSystem 1 a) g₁ →
      HasPowerSolution (ScalarSystem 1 a) gs → HasPowerSolution (DiracSystem (-2) a) g₃ →
      g₁ < 1 ∧ 1 < gs ∧ gs < g₃ := by
  have root : ∀ c : ℝ, 0 < c → ∃ g : ℝ, 0 < g ∧ g ^ 2 = c :=
    fun c hc => ⟨Real.sqrt c, Real.sqrt_pos.mpr hc, Real.sq_sqrt hc.le⟩
  have ha2 : a ^ 2 < 1 := by nlinarith
  refine ⟨?_, ?_, ?_, ?_⟩
  · simp only [dirac_exponent_iff]
    exact root _ (by nlinarith)
  · simp only [scalar_p_exponent_iff ha.ne']
    exact root _ (by nlinarith)
  · simp only [dirac_exponent_iff]
    exact root _ (by nlinarith)
  · intro g₁ gs g₃ hs h₃ H₁ Hs H₃
    have key := exponent_ordering 1 le_rfl (g₁ := g₁) ha.ne' (by push_cast; linarith) hs h₃
      (by rw [dirac_exponent_iff] at H₁ ⊢; push_cast; linear_combination H₁) Hs
      (by rw [dirac_exponent_iff] at H₃ ⊢; push_cast; linear_combination H₃)
    rw [Nat.cast_one] at key
    exact ⟨key.1, key.2.1, key.2.2.1⟩

end RadialPowerExponents
```

For 0 < a < 1 the first three lines assert a positive exponent for p1/2, for the scalar l = 1 system and for p3/2. The fourth says that any exponent g₁ for p1/2, positive scalar exponent gs and positive exponent g₃ for p3/2 obey

g₁ < 1 < gs < g₃.

Existence comes from `root`, which takes g = √c for c > 0, applied to c = 1 − a², 3 − a² and 4 − a². The ordering is `exponent_ordering` at l = 1 with g₃ in the place of g₂; `hal` holds because a² < 1 < 2. At a = 3/5 the positive values are 0.8, √66/5 ≈ 1.625 and √91/5 ≈ 1.908. At a = 1 the p1/2 condition is g² = 0 and no positive exponent exists.

In the leading-order equations for a point nucleus with 0 < a < 1, a positive-exponent power solution has P/r proportional to r^(g−1), which grows toward the nucleus for p1/2 and vanishes for the scalar and p3/2 cases; within this model the scalar-relativistic l = 1 power solution starts differently from the p1/2 one. Carrying the exponents over to solutions of the full radial equations is a further step that the theorems leave open.

```lean
#print axioms RadialPowerExponents.scalar_exponent_average
#print axioms RadialPowerExponents.p_exponents
```

```
'RadialPowerExponents.scalar_exponent_average' depends on axioms: [propext, Classical.choice, Quot.sound]
'RadialPowerExponents.p_exponents' depends on axioms: [propext, Classical.choice, Quot.sound]
```
